# Exchange between two Kramers doublets: local frame changes preserve det J and the singular values, but not tr J

Two neighbouring magnetic ions, each with an odd number of electrons, both have a well-isolated Kramers doublet as ground state. In zero field I describe the pair by a 4×4 Hamiltonian H and write it as a constant plus a bilinear coupling of pseudospins, with a real 3×3 exchange matrix J. But the basis of each doublet is my choice, and J can change when I rotate one basis and not the other.

I believe that Hermiticity and time reversal permit exactly this bilinear form, with unique coefficients, and that independent SU(2) basis changes send J to R₁ J R₂ᵀ with R₁ and R₂ in SO(3). Then det J and the singular values would be properties of the pair, while tr J would depend on the frames. Can this be proved without gaps, and checked by a proof assistant?

## Ten real parameters and two independent rotations

Yes. Let σ_a, with a = x, y, z, be the Pauli matrices, and let a bar denote complex conjugation. Time reversal sends an operator M on one doublet to σy M̄ σy. Since σx and σz are real and anticommute with σy, while σy is imaginary, each Pauli matrix is odd:

σy σ̄_a σy = −σ_a

The identity is even. Now expand H in the sixteen products σ_μ⊗σ_ν, where μ and ν also take the value 0 and σ_0 = 1. These products are orthogonal under the trace, and each squares to the identity, which has trace 4. They therefore form a basis, with coefficients

h_μν = ¼ tr(H σ_μ⊗σ_ν)

Hermiticity makes all h_μν real. Time reversal on the pair,

H → (σy⊗σy) H̄ (σy⊗σy),

reverses the terms with exactly one Pauli matrix and keeps the others. Invariance removes the former, which leaves

H = c + Σ_ab J_ab σ_a⊗σ_b

with c = h_00 and J_ab = h_ab: one plus nine real numbers, all fixed by H. Conversely, every such H is Hermitian and invariant, because the two minus signs cancel.

Next, take U in SU(2) with first row (α, β). Its inverse is both its adjoint and its adjugate, so its second row is (−β̄, ᾱ), and |α|² + |β|² = 1. With α = w + iz and β = y + ix this reads

U = w + i(xσx + yσy + zσz), w² + x² + y² + z² = 1

Put n = (x, y, z). For a real vector v, multiplying out U(v·σ)U† gives (Rv)·σ with

Rv = (w² − |n|²)v + 2(n·v)n − 2w n×v

If n = 0, then R = 1. Otherwise R fixes n. On the plane perpendicular to n it acts as p·1 − q·(quarter turn), where p = w² − |n|² and q = 2w|n|. Since p² + q² = (w² + |n|²)² = 1, this is a rotation, and R lies in SO(3).

In components, U σ_b U† = Σ_a R_ab σ_a. Conjugating each factor separately gives

Σ_ab J_ab (U₁σ_aU₁†)⊗(U₂σ_bU₂†) = Σ_kl (R₁ J R₂ᵀ)_kl σ_k⊗σ_l

The constant is unchanged, and uniqueness identifies the new exchange matrix as J' = R₁ J R₂ᵀ. Hence det J' = det J, and

J'ᵀJ' = R₂ (JᵀJ) R₂ᵀ

has the eigenvalues of JᵀJ, so the singular values agree. For the trace, take J = 1 and apply U₁ = iσz to the first site only. This is a half-turn about z, so J' = diag(−1, −1, 1), and the trace drops from 3 to −1.

Here is the Lean file.

```lean
import Mathlib

open Matrix Complex
open scoped Kronecker

namespace AnisotropicExchange

noncomputable section

/-- Operators on the four-dimensional space of two Kramers doublets. -/
abbrev TwoDoublets := Matrix (Fin 2 × Fin 2) (Fin 2 × Fin 2) ℂ

/-- The Pauli matrices, numbered 0, 1, 2 for x, y, z. -/
def pauli : Fin 3 → Matrix (Fin 2) (Fin 2) ℂ :=
  ![!![0, 1; 1, 0], !![0, -I; I, 0], !![1, 0; 0, -1]]

/-- The Hamiltonian `c + ∑ J_ab σ_a ⊗ σ_b` with real shift `c` and exchange matrix `J`. -/
def exchange (c : ℝ) (J : Matrix (Fin 3) (Fin 3) ℝ) : TwoDoublets :=
  (c : ℂ) • 1 + ∑ a, ∑ b, (J a b : ℂ) • (pauli a ⊗ₖ pauli b)

/-- Time reversal: complex conjugation followed by conjugation with `σy ⊗ σy`. -/
def timeReverse (H : TwoDoublets) : TwoDoublets :=
  (pauli 1 ⊗ₖ pauli 1) * H.map (starRingEnd ℂ) * (pauli 1 ⊗ₖ pauli 1)

/-- The Euler–Rodrigues matrix of `U = w + i(x σx + y σy + z σz)`, with the real numbers
`w, x, y, z` read from the first row of `U`. -/
def rotation (U : Matrix (Fin 2) (Fin 2) ℂ) : Matrix (Fin 3) (Fin 3) ℝ :=
  let w := (U 0 0).re
  let x := (U 0 1).im
  let y := (U 0 1).re
  let z := (U 0 0).im
  !![w^2 + x^2 - y^2 - z^2, 2 * (x*y + w*z), 2 * (x*z - w*y);
     2 * (x*y - w*z), w^2 - x^2 + y^2 - z^2, 2 * (y*z + w*x);
     2 * (x*z + w*y), 2 * (y*z - w*x), w^2 - x^2 - y^2 + z^2]

/-- The singular values of `J`: square roots of the eigenvalues of `JᵀJ`, with multiplicity. -/
def singularValues (J : Matrix (Fin 3) (Fin 3) ℝ) : Multiset ℝ :=
  (Jᵀ * J).charpoly.roots.map Real.sqrt

/-- Each Pauli matrix changes sign under time reversal of a single doublet. -/
theorem pauli_odd (a : Fin 3) :
    pauli 1 * (pauli a).map (starRingEnd ℂ) * pauli 1 = -pauli a := by
  ext i j
  simp only [mul_apply, Fin.sum_univ_two, Matrix.map_apply, Matrix.neg_apply]
  fin_cases a <;> fin_cases i <;> fin_cases j <;> simp [pauli]

/-- Every exchange Hamiltonian is Hermitian and time-reversal invariant. -/
theorem exchange_symmetric (c : ℝ) (J : Matrix (Fin 3) (Fin 3) ℝ) :
    (exchange c J).IsHermitian ∧ timeReverse (exchange c J) = exchange c J := by
  have hp : ∀ a, (pauli a)ᴴ = pauli a := by
    intro a
    ext i j
    fin_cases a <;> fin_cases i <;> fin_cases j <;> simp [pauli]
  have hy : pauli 1 * pauli 1 = 1 := by
    ext i j
    fin_cases i <;> fin_cases j <;> simp [pauli, mul_apply, Fin.sum_univ_two]
  -- the signs of the two doublets cancel
  have hn : ∀ a b, (-pauli a) ⊗ₖ (-pauli b) = pauli a ⊗ₖ pauli b := by
    intro a b
    ext p q
    simp [kroneckerMap_apply]
  have hm : (exchange c J).map (starRingEnd ℂ) = (c : ℂ) • 1 + ∑ a, ∑ b, (J a b : ℂ) •
      ((pauli a).map (starRingEnd ℂ) ⊗ₖ (pauli b).map (starRingEnd ℂ)) := by
    ext p q
    simp [exchange, Matrix.sum_apply, Matrix.one_apply, apply_ite (starRingEnd ℂ)]
  constructor
  · simp [IsHermitian, exchange, conjTranspose_sum, conjTranspose_kronecker, hp]
  · simp only [timeReverse, hm, Matrix.mul_add, Matrix.add_mul, Finset.mul_sum,
      Finset.sum_mul, Matrix.mul_smul, Matrix.smul_mul, Matrix.mul_one,
      ← mul_kronecker_mul, pauli_odd, hn, hy, one_kronecker_one]
    rfl

/-- Two exchange Hamiltonians agree only if their shifts and exchange matrices agree. -/
theorem exchange_injective {c c' : ℝ} {J J' : Matrix (Fin 3) (Fin 3) ℝ}
    (h : exchange c J = exchange c' J') : c = c' ∧ J = J' := by
  have e := fun p q => congrFun (congrFun h p) q
  have e1 := e (0,0) (0,0)
  have e2 := e (0,1) (0,1)
  have e3 := e (0,0) (0,1)
  have e4 := e (0,0) (1,0)
  have e5 := e (0,0) (1,1)
  have e6 := e (0,1) (1,0)
  simp [exchange, pauli, Fin.sum_univ_three, Complex.ext_iff]
    at e1 e2 e3 e4 e5 e6
  refine ⟨by linarith, ?_⟩
  ext a b
  fin_cases a <;> fin_cases b <;> simp <;>
    linarith [e3.1, e3.2, e4.1, e4.2, e5.1, e5.2, e6.1, e6.2]

set_option maxHeartbeats 400000 in
/-- An operator on two Kramers doublets is Hermitian and time-reversal invariant exactly when
it is `c + ∑ J_ab σ_a ⊗ σ_b` for one and only one real pair `(c, J)`. -/
theorem hermitian_timeReversal_iff (H : TwoDoublets) :
    (H.IsHermitian ∧ timeReverse H = H) ↔
      ∃! p : ℝ × Matrix (Fin 3) (Fin 3) ℝ, H = exchange p.1 p.2 := by
  constructor
  · rintro ⟨hH, hT⟩
    have hr : ∀ p q, (H p q).re = (H q p).re := fun p q => by
      simpa using (congrArg Complex.re (hH.apply p q)).symm
    have hi : ∀ p q, (H p q).im = -(H q p).im := fun p q => by
      simpa using (congrArg Complex.im (hH.apply p q)).symm
    -- time reversal ties the entries to those with both spins flipped
    have t := fun p q => congrFun (congrFun hT.symm p) q
    have t1 := t (1,1) (1,1)
    have t2 := t (1,0) (1,0)
    have t3 := t (1,0) (1,1)
    have t4 := t (0,1) (1,1)
    simp [timeReverse, pauli, mul_apply, Fintype.sum_prod_type, Fin.sum_univ_two,
      Complex.ext_iff] at t1 t2 t3 t4
    let A := H (0,0) (1,1)
    let B := H (0,1) (1,0)
    have hE : H = exchange (((H (0,0) (0,0)).re + (H (0,1) (0,1)).re) / 2)
        !![(A.re + B.re) / 2, (B.im - A.im) / 2, (H (0,0) (1,0)).re;
           -(A.im + B.im) / 2, (B.re - A.re) / 2, -(H (0,0) (1,0)).im;
           (H (0,0) (0,1)).re, -(H (0,0) (0,1)).im,
             ((H (0,0) (0,0)).re - (H (0,1) (0,1)).re) / 2] := by
      ext ⟨i, k⟩ ⟨j, l⟩
      fin_cases i <;> fin_cases k <;> fin_cases j <;> fin_cases l <;> apply Complex.ext <;>
        simp [exchange, pauli, Fin.sum_univ_three, A, B] <;>
        linarith [hi (0,0) (0,0), hi (0,1) (0,1), hi (1,0) (1,0), hi (1,1) (1,1),
          hr (0,1) (0,0), hi (0,1) (0,0), hr (1,0) (0,0), hi (1,0) (0,0),
          hr (1,1) (0,0), hi (1,1) (0,0), hr (1,0) (0,1), hi (1,0) (0,1),
          hr (1,1) (0,1), hi (1,1) (0,1), hr (1,1) (1,0), hi (1,1) (1,0),
          t1.1, t2.1, t3.1, t3.2, t4.1, t4.2]
    refine ⟨(_, _), hE, fun p hp => ?_⟩
    have e := exchange_injective (hp.symm.trans hE)
    exact Prod.ext e.1 e.2
  · rintro ⟨p, rfl, -⟩
    exact exchange_symmetric p.1 p.2

/-- An SU(2) matrix `U` rotates the Pauli vector, `U σ_b U† = ∑ R_ab σ_a`, and its matrix `R`
lies in SO(3). -/
theorem rotation_spec {U : Matrix (Fin 2) (Fin 2) ℂ} (hU : U ∈ specialUnitaryGroup (Fin 2) ℂ) :
    (∀ b, U * pauli b * Uᴴ = ∑ a, (rotation U a b : ℂ) • pauli a) ∧
      rotation U * (rotation U)ᵀ = 1 ∧ (rotation U).det = 1 := by
  obtain ⟨hu, hd⟩ := mem_specialUnitaryGroup_iff.mp hU
  have hs : U * Uᴴ = 1 := mem_unitaryGroup_iff.mp hu
  -- the inverse is both the adjoint and the adjugate, so the first row fixes the second
  have ha : U.adjugate = Uᴴ := by
    calc U.adjugate = U.adjugate * (U * Uᴴ) := by rw [hs, mul_one]
      _ = Uᴴ := by rw [← mul_assoc, adjugate_mul, hd, one_smul, one_mul]
  rw [adjugate_fin_two] at ha
  have h0 : U 1 1 = star (U 0 0) := by simpa using congrFun (congrFun ha 0) 0
  have h1 : -U 0 1 = star (U 1 0) := by simpa using congrFun (congrFun ha 0) 1
  have h2 : U 1 0 = -star (U 0 1) := by rw [← star_neg, h1, star_star]
  have n : normSq (U 0 0) + normSq (U 0 1) = 1 := by
    rw [det_fin_two, h0, h2] at hd
    have e := congrArg Complex.re hd
    simp at e
    rw [normSq_apply, normSq_apply]
    nlinarith [e]
  refine ⟨fun b => ?_, ?_, ?_⟩
  · ext i j
    simp only [mul_apply, Fin.sum_univ_two, Fin.sum_univ_three, conjTranspose_apply,
      Matrix.add_apply, Matrix.smul_apply]
    fin_cases b <;> fin_cases i <;> fin_cases j <;> apply Complex.ext <;>
      simp [rotation, pauli, h0, h2, -Complex.ofReal_pow] <;> ring
  · have h : rotation U * (rotation U)ᵀ =
        (normSq (U 0 0) + normSq (U 0 1))^2 • (1 : Matrix (Fin 3) (Fin 3) ℝ) := by
      ext i j
      fin_cases i <;> fin_cases j <;>
        simp [rotation, mul_apply, Fin.sum_univ_three, normSq_apply] <;> ring
    rw [h, n, one_pow, one_smul]
  · have h : (rotation U).det = (normSq (U 0 0) + normSq (U 0 1))^3 := by
      simp [rotation, det_fin_three, normSq_apply]
      ring
    rw [h, n, one_pow]

/-- Local SU(2) frame changes `U₁`, `U₂` send `J` to `R₁ J R₂ᵀ` and leave `c` alone. -/
theorem exchange_conj {U₁ U₂ : Matrix (Fin 2) (Fin 2) ℂ}
    (h₁ : U₁ ∈ specialUnitaryGroup (Fin 2) ℂ) (h₂ : U₂ ∈ specialUnitaryGroup (Fin 2) ℂ)
    (c : ℝ) (J : Matrix (Fin 3) (Fin 3) ℝ) :
    (U₁ ⊗ₖ U₂) * exchange c J * (U₁ ⊗ₖ U₂)ᴴ =
      exchange c (rotation U₁ * J * (rotation U₂)ᵀ) := by
  have u₁ : U₁ * U₁ᴴ = 1 := mem_unitaryGroup_iff.mp (mem_specialUnitaryGroup_iff.mp h₁).1
  have u₂ : U₂ * U₂ᴴ = 1 := mem_unitaryGroup_iff.mp (mem_specialUnitaryGroup_iff.mp h₂).1
  simp only [exchange, conjTranspose_kronecker, Matrix.mul_add, Matrix.add_mul,
    Finset.mul_sum, Finset.sum_mul, Matrix.mul_smul, Matrix.smul_mul, Matrix.mul_one,
    ← mul_kronecker_mul, u₁, u₂, one_kronecker_one, (rotation_spec h₁).1, (rotation_spec h₂).1]
  congr 1
  -- compare the coefficients of the products of Pauli matrices
  ext ⟨i, k⟩ ⟨j, l⟩
  simp only [Matrix.add_apply, Matrix.smul_apply, kroneckerMap_apply, smul_eq_mul,
    Fin.sum_univ_three, mul_apply, transpose_apply, Complex.ofReal_add, Complex.ofReal_mul]
  ring

/-- If local SU(2) frame changes turn the Hamiltonian of `(c, J)` into that of `(c', J')`, then
`c' = c`, `J' = R₁ J R₂ᵀ`, and `J'` has the determinant and the singular values of `J`. -/
theorem exchange_invariants {U₁ U₂ : Matrix (Fin 2) (Fin 2) ℂ}
    (h₁ : U₁ ∈ specialUnitaryGroup (Fin 2) ℂ) (h₂ : U₂ ∈ specialUnitaryGroup (Fin 2) ℂ)
    {c c' : ℝ} {J J' : Matrix (Fin 3) (Fin 3) ℝ}
    (h : (U₁ ⊗ₖ U₂) * exchange c J * (U₁ ⊗ₖ U₂)ᴴ = exchange c' J') :
    c' = c ∧ J' = rotation U₁ * J * (rotation U₂)ᵀ ∧ J'.det = J.det ∧
      singularValues J' = singularValues J := by
  rw [exchange_conj h₁ h₂] at h
  obtain ⟨rfl, rfl⟩ := exchange_injective h
  obtain ⟨-, o₁, d₁⟩ := rotation_spec h₁
  obtain ⟨-, o₂, d₂⟩ := rotation_spec h₂
  refine ⟨rfl, rfl, by rw [det_mul, det_mul, det_transpose, d₁, d₂, one_mul, mul_one], ?_⟩
  -- `JᵀJ` changes by a similarity transformation
  have e : (rotation U₁ * J * (rotation U₂)ᵀ)ᵀ * (rotation U₁ * J * (rotation U₂)ᵀ) =
      rotation U₂ * (Jᵀ * J * (rotation U₂)ᵀ) := by
    calc _ = rotation U₂ * (Jᵀ * ((rotation U₁)ᵀ * rotation U₁) * J * (rotation U₂)ᵀ) := by
          simp only [transpose_mul, transpose_transpose, mul_assoc]
      _ = _ := by rw [mul_eq_one_comm.mp o₁, mul_one]
  unfold singularValues
  rw [e, charpoly_mul_comm, mul_assoc, mul_eq_one_comm.mp o₂, mul_one]

local notation "halfTurn" => (!![I, 0; 0, -I] : Matrix (Fin 2) (Fin 2) ℂ)

/-- The trace of `J` is not invariant: the SU(2) matrix `diag(i, -i)` acting on the first doublet
alone turns `J = 1` into `J = diag(-1, -1, 1)`, which has a different trace. -/
theorem trace_not_invariant (c : ℝ) :
    halfTurn ∈ specialUnitaryGroup (Fin 2) ℂ ∧
      (halfTurn ⊗ₖ (1 : Matrix (Fin 2) (Fin 2) ℂ)) * exchange c 1 *
        (halfTurn ⊗ₖ (1 : Matrix (Fin 2) (Fin 2) ℂ))ᴴ = exchange c (diagonal ![-1, -1, 1]) ∧
      (diagonal ![-1, -1, 1] : Matrix (Fin 3) (Fin 3) ℝ).trace ≠
        (1 : Matrix (Fin 3) (Fin 3) ℝ).trace := by
  have hU : halfTurn ∈ specialUnitaryGroup (Fin 2) ℂ := by
    rw [mem_specialUnitaryGroup_iff, mem_unitaryGroup_iff]
    constructor
    · ext i j
      fin_cases i <;> fin_cases j <;> simp [mul_apply, Fin.sum_univ_two, Matrix.star_apply]
    · simp [det_fin_two]
  have r₁ : rotation halfTurn = diagonal ![-1, -1, 1] := by
    ext a b
    fin_cases a <;> fin_cases b <;> simp [rotation]
  have r₂ : rotation 1 = 1 := by
    ext a b
    fin_cases a <;> fin_cases b <;> simp [rotation]
  refine ⟨hU, ?_, ?_⟩
  · rw [exchange_conj hU (one_mem _), r₁, r₂, transpose_one, mul_one, mul_one]
  · rw [trace_diagonal, trace_one, Fin.sum_univ_three, Fintype.card_fin]
    change (-1 + -1 + 1 : ℝ) ≠ _
    norm_num

end

end AnisotropicExchange
```

```lean
#print axioms AnisotropicExchange.hermitian_timeReversal_iff
-- 'AnisotropicExchange.hermitian_timeReversal_iff' depends on axioms: [propext, Classical.choice, Quot.sound]
#print axioms AnisotropicExchange.exchange_invariants
-- 'AnisotropicExchange.exchange_invariants' depends on axioms: [propext, Classical.choice, Quot.sound]
#print axioms AnisotropicExchange.trace_not_invariant
-- 'AnisotropicExchange.trace_not_invariant' depends on axioms: [propext, Classical.choice, Quot.sound]
```

## What the theorems say about the ion pair

A basis state of the pair is an element of `Fin 2 × Fin 2`, one index per doublet, and `⊗ₖ` is the Kronecker product. The indices 0, 1, 2 of `pauli` stand for x, y, z, so `pauli 1` is σy and `J 0 1` is J_xy. The coupling is written with Pauli matrices; for pseudospins S = σ/2 the coefficients are 4J_ab.

`hermitian_timeReversal_iff` says that H is Hermitian and equal to its time reverse exactly when one and only one real pair `(c, J)` satisfies `H = exchange c J`. The symbol `∃!` carries both the existence and the uniqueness.

`exchange_invariants` starts from two SU(2) matrices that turn the Hamiltonian of `(c, J)` into that of `(c', J')`. It concludes that c' = c, that J' = R₁ J R₂ᵀ, and that determinant and singular values agree. Here R₁ and R₂ are given by `rotation`, the explicit Euler–Rodrigues matrix, and `rotation_spec` places them in SO(3). `singularValues` collects the square roots of the roots of the characteristic polynomial of JᵀJ, with multiplicity. `trace_not_invariant` contains the half-turn example, for every constant c.

The model assumes that the pair has already been reduced to an effective Hamiltonian on two doublets, in bases where time reversal has the standard σy form. There is no magnetic field, and further sites and excited levels do not appear explicitly. Virtual excitations, such as those behind superexchange, enter through the values of c and J. The theorems also leave open whether equal determinants and singular values guarantee that two exchange matrices are related by a frame change.

For electronic-structure work, this means that exchange matrices extracted for such an isolated pair in different pseudospin bases, but with the same sign and normalisation convention for J, can be compared through their singular values and determinant, whereas tr J/3 is meaningful as an isotropic coupling only once the relative frame is fixed.

## From matrix entries to invariants

`pauli_odd` checks the sign change entry by entry. `exchange_symmetric` applies it to both factors, and its step `hn` cancels the two signs.

For uniqueness and existence the file works with matrix entries in place of traces. `exchange_injective` compares six entries of two exchange Hamiltonians, and `linarith` solves for the coefficients. In `hermitian_timeReversal_iff`, `hr` and `hi` express Hermiticity, while `t1` to `t4` relate entries to those with both spins flipped. The step `hE` then writes c and J explicitly in terms of H and verifies all sixteen entries.

In `rotation_spec`, `ha` equates adjugate and adjoint, which fixes the second row of U, and `n` is the normalisation |α|² + |β|² = 1. Instead of splitting space along n, the proof uses `ring` to establish two polynomial identities: R Rᵀ is (|α|² + |β|²)² times the identity, and det R is (|α|² + |β|²)³.

`exchange_conj` separates the conjugation into the two factors with `mul_kronecker_mul`, inserts the rotations and compares coefficients. `exchange_invariants` combines this with uniqueness. The determinant is multiplicative, and `charpoly_mul_comm` moves R₂ around the product so that it cancels against R₂ᵀ.

The same transformation law also shows what a common frame preserves. If U₁ = U₂, then J' = R J Rᵀ, so tr J is unchanged, and the symmetric and antisymmetric parts of J transform separately. The antisymmetric part is the Dzyaloshinskii–Moriya coupling.
